# Averages of a Hermitian matrix's resolvent on a circle centred at its only enclosed level converge to the reduced resolvent

In perturbation theory, the first-order correction to a state asks for the inverse of $E_0-H$ at an energy $E_0$ where that inverse does not exist. Here $H$ is the unperturbed Hamiltonian, often written $H_0$, and $E_0$ is one of its eigenvalues. A direct solver such as Gaussian elimination, given $E_0-H$, can break down or, through rounding, return a vector swamped by an arbitrary component in the level $E_0$. Moving the energy off the level by a small complex number $s$ makes the matrix invertible, but its inverse has a spurious eigenvalue $1/s$ on the level $E_0$. Averaging over shifts spaced evenly around a circle centred at $E_0$, with every other level outside it, cancels that eigenvalue and, as the number of points grows, gives the correct values on all other levels.

## The limit and the exact N-point formula

Let $H$ be a finite Hermitian matrix with eigenvalues $E_k$, and let $\omega=e^{2\pi i/N}$. For a radius $r>0$ define

$$A_N=\frac1N\sum_{j=0}^{N-1}\left(E_0+r\omega^j-H\right)^{-1}.$$

If every eigenvalue other than $E_0$ is farther than $r$ from $E_0$, then $A_N\to R$ as $N\to\infty$. The reduced resolvent $R$ has the eigenvectors of $H$, with eigenvalue $1/(E_0-E_k)$ where $E_k\neq E_0$ and $0$ on the level $E_0$, which may be degenerate.

At finite $N\ge1$, $A_N$ also has the eigenvectors of $H$. With $d_k=E_0-E_k$, its eigenvalues are

$$a_N(d_k)=\frac{d_k^{N-1}}{d_k^N-(-r)^N}.$$

## Shifted linear solves in perturbation theory

Let $E_0$ be nondegenerate, with normalised eigenvector $|0\rangle$, and let $V$ be a Hermitian perturbation. The first-order correction to the state, chosen orthogonal to $|0\rangle$, is $RV|0\rangle$, and the second-order correction to the energy is $\langle0|VRV|0\rangle$. In a finite orthonormal basis, a code can approximate $RV|0\rangle$ by solving $(E_0+r\omega^j-H)x_j=V|0\rangle$ for each $j$ and averaging the $x_j$, with no sum over the other eigenstates. The $N$ systems are independent of one another.

The average is the trapezoidal rule for $\frac{1}{2\pi i}\oint (z-H)^{-1}\,\frac{dz}{z-E_0}$, because $dz/(z-E_0)=i\,d\theta$ on the circle $z=E_0+re^{i\theta}$.

## From a geometric sum to the reduced resolvent

Write $H=U\,\mathrm{diag}(E_k)\,U^\dagger$ with $U$ unitary. Each sampled resolvent is then $U\,\mathrm{diag}\big(1/(d_k+r\omega^j)\big)\,U^\dagger$. No denominator vanishes, since $d_k$ is either zero or larger than $r$ in magnitude. It remains to average $1/(d+r\omega^j)$ for one number $d=d_k$.

Put $x=-r\omega^j$. Then $x^N=(-r)^N$ for every $j$, and the finite geometric sum

$$x^N-d^N=(x-d)\sum_{m=0}^{N-1}x^m d^{N-1-m}$$

gives

$$\frac1{d+r\omega^j}=\frac{\sum_{m=0}^{N-1}(-r\omega^j)^m d^{N-1-m}}{d^N-(-r)^N}.$$

Now sum over $j$. The term $m=0$ contributes $N d^{N-1}$ to the numerator. For $0<m<N$ we have $\omega^m\ne1$, while

$$(\omega^m-1)\sum_{j=0}^{N-1}(\omega^m)^j=\omega^{mN}-1=0,$$

so the sum over $j$ vanishes. Dividing by $N$ leaves $a_N(d)=d^{N-1}/(d^N-(-r)^N)$.

On the level $E_0$, $d=0$. The value is $1/r$ for $N=1$ and exactly $0$ for every $N\ge2$. On any other level $|d|>r$, and

$$a_N(d)=\frac1d\,\frac{1}{1-q^N},\qquad q=-\frac rd,\quad |q|<1,$$

which tends to $1/d$. The relative error is $q^N/(1-q^N)$, so the nearest other level converges most slowly. Since the matrix is finite and $U\,\mathrm{diag}(v)\,U^\dagger$ depends continuously on $v$, convergence on each level gives $A_N\to R$.

Let $P$ be the projector onto the level $E_0$. Multiplying eigenvalues level by level gives $(E_0-H)P=0$, $(E_0-H)R=1-P$ and $PR=0$. On the level $E_0$ the second relation reads $0\cdot0=1-1$; on any other level it reads $d\cdot(1/d)=1-0$.

## Lean source, from the scalar average to the matrix limit

```lean
import Mathlib

open Filter Topology

namespace ContourReducedResolvent

noncomputable section

variable {n : Type*} [Fintype n] [DecidableEq n] {H : Matrix n n ℂ}

/-- The matrix whose eigenvectors are the columns of the unitary `U`, with eigenvalues `v k`.
Sums and products of such matrices are taken level by level. -/
def inBasis (U : Matrix.unitaryGroup n ℂ) : (n → ℂ) →ₐ[ℂ] Matrix n n ℂ :=
  AlgHom.ofLinearMap
    { toFun := fun v => U.1 * Matrix.diagonal v * star U.1
      map_add' := fun v w => by
        have hd : Matrix.diagonal (v + w) = Matrix.diagonal v + Matrix.diagonal w :=
          (Matrix.diagonal_add v w).symm
        rw [hd, mul_add, add_mul]
      map_smul' := fun c v => by
        simp only [Matrix.diagonal_smul, mul_smul_comm, smul_mul_assoc, RingHom.id_apply] }
    (by
      change U.1 * Matrix.diagonal (1 : n → ℂ) * star U.1 = 1
      have hd : Matrix.diagonal (1 : n → ℂ) = 1 := Matrix.diagonal_one
      rw [hd, mul_one]
      exact Matrix.mem_unitaryGroup_iff.1 U.2)
    (fun v w => by
      change U.1 * Matrix.diagonal (v * w) * star U.1 =
        U.1 * Matrix.diagonal v * star U.1 * (U.1 * Matrix.diagonal w * star U.1)
      have hd : Matrix.diagonal (v * w) = Matrix.diagonal v * Matrix.diagonal w :=
        (Matrix.diagonal_mul_diagonal v w).symm
      have hU : ∀ X : Matrix n n ℂ, star U.1 * (U.1 * X) = X := fun X => by
        rw [← mul_assoc, Matrix.mem_unitaryGroup_iff'.1 U.2, one_mul]
      rw [hd]
      simp only [mul_assoc, hU])

/-- The projector onto the eigenspace of `H` at energy `E₀`. -/
def eigenprojector (hH : H.IsHermitian) (E₀ : ℝ) : Matrix n n ℂ :=
  inBasis hH.eigenvectorUnitary fun k => if hH.eigenvalues k = E₀ then 1 else 0

/-- The reduced resolvent: `1 / (E₀ - E_k)` on each level `E_k ≠ E₀`, zero on the level `E₀`. -/
def reducedResolvent (hH : H.IsHermitian) (E₀ : ℝ) : Matrix n n ℂ :=
  inBasis hH.eigenvectorUnitary fun k =>
    if hH.eigenvalues k = E₀ then 0 else 1 / ((E₀ : ℂ) - hH.eigenvalues k)

/-- The average of the resolvent over `N ≥ 1` equally spaced points of the circle of radius `r`
about `E₀`, for a circle that carries no eigenvalue of `H`. -/
def contourAverage (H : Matrix n n ℂ) (E₀ r : ℝ) (N : ℕ) : Matrix n n ℂ :=
  (N : ℂ)⁻¹ • ∑ j ∈ Finset.range N,
    (((E₀ : ℂ) + r * Complex.exp (2 * Real.pi * Complex.I / N) ^ j) • (1 : Matrix n n ℂ) - H)⁻¹

/-- For Hermitian `H`, the matrix `z - H` has the eigenvectors of `H` and eigenvalues `z - E_k`. -/
theorem inBasis_shift (hH : H.IsHermitian) (z : ℂ) :
    inBasis hH.eigenvectorUnitary (fun k => z - hH.eigenvalues k) =
      z • (1 : Matrix n n ℂ) - H := by
  have hs : inBasis hH.eigenvectorUnitary (fun k => (hH.eigenvalues k : ℂ)) = H := by
    have h := hH.spectral_theorem
    rw [Unitary.conjStarAlgAut_apply] at h
    exact h.symm
  have hz : (fun k => z - (hH.eigenvalues k : ℂ)) =
      z • (1 : n → ℂ) - fun k => (hH.eigenvalues k : ℂ) := by
    ext k
    simp
  rw [hz, map_sub, map_smul, map_one, hs]

/-- The average of `1 / (d + r w)` over the `N`-th roots of unity `w` is
`d ^ (N - 1) / (d ^ N - (-r) ^ N)`, provided `N ≥ 1` and the denominator is not zero. -/
theorem average_pole {N : ℕ} (hN : N ≠ 0) {ζ : ℂ} (hζ : IsPrimitiveRoot ζ N) {d r : ℂ}
    (h : d ^ N ≠ (-r) ^ N) :
    (N : ℂ)⁻¹ * ∑ j ∈ Finset.range N, (d + r * ζ ^ j)⁻¹ =
      d ^ (N - 1) / (d ^ N - (-r) ^ N) := by
  have hD := sub_ne_zero.2 h
  have hpow : ∀ m, (ζ ^ m) ^ N = 1 := fun m => by
    rw [← pow_mul, mul_comm, pow_mul, hζ.pow_eq_one, one_pow]
  -- each pole is a finite geometric sum over a common denominator
  have key : ∀ j, (d + r * ζ ^ j)⁻¹ =
      (∑ m ∈ Finset.range N, (-r * ζ ^ j) ^ m * d ^ (N - 1 - m)) / (d ^ N - (-r) ^ N) := by
    intro j
    have hg := geom_sum₂_mul (-r * ζ ^ j) d N
    rw [mul_pow _ _ N, hpow, mul_one] at hg
    have hne : d + r * ζ ^ j ≠ 0 := by
      intro h0
      apply hD
      have h1 : -r * ζ ^ j - d = 0 := by linear_combination -h0
      rw [h1, mul_zero] at hg
      linear_combination hg
    rw [eq_div_iff hD, inv_mul_eq_iff_eq_mul₀ hne]
    linear_combination hg
  -- only the zeroth power of the root of unity survives the average
  have hs : ∑ j ∈ Finset.range N, ∑ m ∈ Finset.range N,
      (-r * ζ ^ j) ^ m * d ^ (N - 1 - m) = N * d ^ (N - 1) := by
    rw [Finset.sum_comm, Finset.sum_eq_single 0]
    · simp
    · intro m hm hm0
      have h1 : ζ ^ m ≠ 1 := fun h => hm0
        (Nat.eq_zero_of_dvd_of_lt (hζ.dvd_of_pow_eq_one m h) (Finset.mem_range.1 hm))
      have h2 := geom_sum_mul (ζ ^ m) N
      rw [hpow, sub_self] at h2
      have hz := (mul_eq_zero.1 h2).resolve_right (sub_ne_zero.2 h1)
      calc _ = (-r) ^ m * d ^ (N - 1 - m) * ∑ j ∈ Finset.range N, (ζ ^ m) ^ j := by
            rw [Finset.mul_sum]
            refine Finset.sum_congr rfl fun j _ => ?_
            rw [mul_pow, ← pow_mul, ← pow_mul, mul_comm j m]
            ring
        _ = 0 := by rw [hz, mul_zero]
    · exact fun h0 => absurd (Finset.mem_range.2 (Nat.pos_of_ne_zero hN)) h0
  rw [Finset.sum_congr rfl fun j _ => key j, ← Finset.sum_div, hs, ← mul_div_assoc,
    ← mul_assoc, inv_mul_cancel₀ (Nat.cast_ne_zero.2 hN), one_mul]

/-- For `|c| < |d|` the factor `d ^ (N - 1) / (d ^ N - c ^ N)` tends to `1 / d`. -/
theorem pole_tendsto {d c : ℂ} (h : ‖c‖ < ‖d‖) :
    Tendsto (fun N : ℕ => d ^ (N - 1) / (d ^ N - c ^ N)) atTop (𝓝 (1 / d)) := by
  have hd : d ≠ 0 := norm_pos_iff.1 (lt_of_le_of_lt (norm_nonneg c) h)
  have hq : ‖c / d‖ < 1 := by
    rw [norm_div, div_lt_one (norm_pos_iff.2 hd)]
    exact h
  have h2 : Tendsto (fun N : ℕ => (1 / d) / (1 - (c / d) ^ N)) atTop (𝓝 ((1 / d) / (1 - 0))) :=
    tendsto_const_nhds.div
      (tendsto_const_nhds.sub (tendsto_pow_atTop_nhds_zero_of_norm_lt_one hq)) (by simp)
  rw [sub_zero, div_one] at h2
  refine h2.congr' ?_
  filter_upwards [eventually_ne_atTop 0] with N hN
  obtain ⟨M, rfl⟩ := Nat.exists_eq_succ_of_ne_zero hN
  have e : d ^ (M + 1) - c ^ (M + 1) = d ^ (M + 1) * (1 - (c / d) ^ (M + 1)) := by
    rw [div_pow, mul_sub, mul_one, mul_div_cancel₀ _ (pow_ne_zero _ hd)]
  have e2 : d ^ M / d ^ (M + 1) = 1 / d := by
    rw [pow_succ, ← div_div, div_self (pow_ne_zero _ hd)]
  simp only [Nat.succ_eq_add_one, Nat.add_sub_cancel]
  rw [e, ← div_div, e2]

/-- If no eigenvalue of the Hermitian `H` lies on the circle of radius `r > 0` about `E₀`, the
average over `N ≥ 1` points has the eigenvectors of `H` and, with `d = E₀ - E_k`, the eigenvalues
`d ^ (N - 1) / (d ^ N - (-r) ^ N)`. -/
theorem contourAverage_eq (hH : H.IsHermitian) (E₀ : ℝ) {r : ℝ} (hr : 0 < r)
    (hoff : ∀ k, |hH.eigenvalues k - E₀| ≠ r) {N : ℕ} (hN : N ≠ 0) :
    contourAverage H E₀ r N = inBasis hH.eigenvectorUnitary fun k =>
      ((E₀ : ℂ) - hH.eigenvalues k) ^ (N - 1) /
        (((E₀ : ℂ) - hH.eigenvalues k) ^ N - (-(r : ℂ)) ^ N) := by
  have hζ := Complex.isPrimitiveRoot_exp N hN
  unfold contourAverage
  generalize Complex.exp (2 * Real.pi * Complex.I / N) = ζ at hζ ⊢
  have hne : ∀ k, ((E₀ : ℂ) - hH.eigenvalues k) ^ N ≠ (-(r : ℂ)) ^ N := by
    intro k hk
    have h1 := congrArg norm hk
    rw [norm_pow, norm_pow, norm_neg, ← Complex.ofReal_sub, Complex.norm_real,
      Complex.norm_real, Real.norm_eq_abs, Real.norm_eq_abs, abs_of_pos hr, abs_sub_comm] at h1
    exact hoff k ((pow_left_inj₀ (abs_nonneg _) hr.le hN).1 h1)
  -- the resolvent exists at every sampling point and acts level by level
  have hinv : ∀ j, (((E₀ : ℂ) + r * ζ ^ j) • (1 : Matrix n n ℂ) - H)⁻¹ =
      inBasis hH.eigenvectorUnitary
        (fun k => ((E₀ : ℂ) - hH.eigenvalues k + r * ζ ^ j)⁻¹) := by
    intro j
    apply Matrix.inv_eq_right_inv
    rw [← inBasis_shift hH, ← map_mul, ← map_one (inBasis hH.eigenvectorUnitary)]
    refine congrArg (inBasis hH.eigenvectorUnitary) (funext fun k => ?_)
    change ((E₀ : ℂ) + r * ζ ^ j - hH.eigenvalues k) *
      ((E₀ : ℂ) - hH.eigenvalues k + r * ζ ^ j)⁻¹ = 1
    rw [add_sub_right_comm]
    refine mul_inv_cancel₀ fun h0 => hne k ?_
    rw [show (E₀ : ℂ) - hH.eigenvalues k = -(r : ℂ) * ζ ^ j by linear_combination h0,
      mul_pow, ← pow_mul, mul_comm j N, pow_mul, hζ.pow_eq_one, one_pow, mul_one]
  rw [Finset.sum_congr rfl fun j _ => hinv j, ← map_sum (inBasis hH.eigenvectorUnitary),
    ← map_smul (inBasis hH.eigenvectorUnitary)]
  refine congrArg (inBasis hH.eigenvectorUnitary) (funext fun k => ?_)
  rw [Pi.smul_apply, Finset.sum_apply, smul_eq_mul]
  exact average_pole hN hζ (hne k)

/-- For Hermitian `H`, the eigenprojector `P` and the reduced resolvent `R` at `E₀` satisfy
`(E₀ - H) P = 0`, `(E₀ - H) R = 1 - P` and `P R = 0`. -/
theorem reducedResolvent_spec (hH : H.IsHermitian) (E₀ : ℝ) :
    ((E₀ : ℂ) • (1 : Matrix n n ℂ) - H) * eigenprojector hH E₀ = 0 ∧
    ((E₀ : ℂ) • (1 : Matrix n n ℂ) - H) * reducedResolvent hH E₀ = 1 - eigenprojector hH E₀ ∧
    eigenprojector hH E₀ * reducedResolvent hH E₀ = 0 := by
  rw [← inBasis_shift hH]
  unfold eigenprojector reducedResolvent
  refine ⟨?_, ?_, ?_⟩
  · rw [← map_mul, ← map_zero (inBasis hH.eigenvectorUnitary)]
    refine congrArg (inBasis hH.eigenvectorUnitary) (funext fun k => ?_)
    by_cases h : hH.eigenvalues k = E₀ <;> simp [h]
  · rw [← map_mul, ← map_one (inBasis hH.eigenvectorUnitary), ← map_sub]
    refine congrArg (inBasis hH.eigenvectorUnitary) (funext fun k => ?_)
    by_cases h : hH.eigenvalues k = E₀
    · simp [h]
    · have hs : (E₀ : ℂ) - hH.eigenvalues k ≠ 0 :=
        sub_ne_zero.2 fun h' => h (Complex.ofReal_injective h').symm
      simp only [Pi.mul_apply, Pi.sub_apply, Pi.one_apply, if_neg h, sub_zero, mul_one_div,
        div_self hs]
  · rw [← map_mul, ← map_zero (inBasis hH.eigenvectorUnitary)]
    refine congrArg (inBasis hH.eigenvectorUnitary) (funext fun k => ?_)
    by_cases h : hH.eigenvalues k = E₀ <;> simp [h]

/-- Let `H` be Hermitian and `r > 0` smaller than the distance from `E₀` to every eigenvalue
other than `E₀`. Then the averages of the resolvent over `N` equally spaced points of the circle
of radius `r` about `E₀` tend to the reduced resolvent at `E₀` as `N` grows. -/
theorem contourAverage_tendsto_reducedResolvent (hH : H.IsHermitian) (E₀ : ℝ) {r : ℝ}
    (hr : 0 < r) (hgap : ∀ k, hH.eigenvalues k ≠ E₀ → r < |hH.eigenvalues k - E₀|) :
    Tendsto (contourAverage H E₀ r) atTop (𝓝 (reducedResolvent hH E₀)) := by
  have hoff : ∀ k, |hH.eigenvalues k - E₀| ≠ r := by
    intro k
    by_cases h : hH.eigenvalues k = E₀
    · rw [h, sub_self, abs_zero]
      exact hr.ne
    · exact (hgap k h).ne'
  -- convergence on each level
  have hv : Tendsto (fun (N : ℕ) (k : n) => ((E₀ : ℂ) - hH.eigenvalues k) ^ (N - 1) /
      (((E₀ : ℂ) - hH.eigenvalues k) ^ N - (-(r : ℂ)) ^ N)) atTop
      (𝓝 fun k => if hH.eigenvalues k = E₀ then 0 else 1 / ((E₀ : ℂ) - hH.eigenvalues k)) := by
    refine tendsto_pi_nhds.2 fun k => ?_

    by_cases h : hH.eigenvalues k = E₀
    · rw [if_pos h, h, sub_self]
      refine tendsto_const_nhds.congr' ?_
      filter_upwards [eventually_gt_atTop 1] with N hN
      rw [zero_pow (show N - 1 ≠ 0 by omega), zero_div]
    · rw [if_neg h]
      apply pole_tendsto
      rw [norm_neg, ← Complex.ofReal_sub, Complex.norm_real, Complex.norm_real,
        Real.norm_eq_abs, Real.norm_eq_abs, abs_of_pos hr, abs_sub_comm]
      exact hgap k h
  have hcont : Continuous (inBasis hH.eigenvectorUnitary) := by
    change Continuous fun v : n → ℂ => hH.eigenvectorUnitary.1 * Matrix.diagonal v *
      star hH.eigenvectorUnitary.1
    exact (continuous_const.matrix_mul continuous_id.matrix_diagonal).matrix_mul continuous_const
  refine ((hcont.tendsto _).comp hv).congr' ?_
  filter_upwards [eventually_ne_atTop 0] with N hN
  exact (contourAverage_eq hH E₀ hr hoff hN).symm

end

end ContourReducedResolvent
```

```lean
#print axioms ContourReducedResolvent.reducedResolvent_spec
#print axioms ContourReducedResolvent.contourAverage_tendsto_reducedResolvent
```

```
'ContourReducedResolvent.reducedResolvent_spec' depends on axioms: [propext, Classical.choice, Quot.sound]
'ContourReducedResolvent.contourAverage_tendsto_reducedResolvent' depends on axioms: [propext, Classical.choice, Quot.sound]
```

## How the Lean theorems express and prove the limit

`H` is a complex matrix over a finite index type `n`, and `hH` states that it is Hermitian. The real numbers `hH.eigenvalues k` are the $E_k$, repeated according to degeneracy, so `k` labels eigenvectors. `E₀` is a separate real number, not the eigenvalue with index zero. If it is not an eigenvalue, $P=0$ and $R$ is the ordinary inverse of $E_0-H$.

`inBasis` builds $U\,\mathrm{diag}(v)\,U^\dagger$ and records that sums and products act level by level. `reducedResolvent` fixes the sign as $1/(E_0-E_k)$; some texts use the opposite sign. `contourAverage` is $A_N$, written with matrix inverses. In `contourAverage_tendsto_reducedResolvent`, `hr` says $r>0$, `hgap` is the separation condition, and `Tendsto` with `atTop` means $N\to\infty$.

- `inBasis_shift` uses the spectral theorem to diagonalise $z-H$.
- `average_pole` is the scalar calculation, with `ζ` for $\omega$. Its `key` step is the geometric sum, and `hs` removes the terms with $m>0$.
- `pole_tendsto` takes the limit for $|d|>r$, with `c` standing for $-r$.
- `contourAverage_eq` proves the finite-$N$ matrix formula whenever no eigenvalue lies on the circle. Its `hinv` step exhibits each inverse explicitly.
- `reducedResolvent_spec` checks the three relations between $P$ and $R$ on each level.
- The final theorem treats $d=0$ and $|d|>r$ separately in `hv`, then carries the limit to matrices through the continuity of `inBasis`.

## An assumed gap and computed numbers

The gap is an input: nothing in the theorem finds a safe $r$. If another level lies strictly inside the circle, with none on it, the finite-$N$ formula still applies. Since $|d|<r$ there, a short estimate outside the Lean proof shows that $a_N(d)\to0$ instead of $1/d$. The code would converge to an operator that lacks that level's contribution, with no failed solve to signal the error.

A running program stops at a finite $N$ and works with computed numbers instead of exact ones. A computed $E_0$ usually misses the true eigenvalue slightly, and `hgap` then fails for that eigenvalue if it lies inside the circle. The same estimate shows that its contribution still tends to zero, while the other denominators use the computed centre. Rounding and solver errors need their own analysis: on the level $E_0$ the individual terms have size $1/r$ and must cancel, so a very small radius amplifies these errors even though it reduces the quadrature error on the other levels.

The result concerns finite matrices in an orthonormal basis. Overlap matrices and continuous spectra require a different statement.
